# Norm, spin-up occupation and pair transfer in a finite BCS state

The BCS state is a product over levels, and here that product is a recursion along a list: the empty list gives the vacuum, and each further level $p$ applies one factor $u_p+v_pb_p^*$. Since matrix products depend on order, part (b) must show that the order of the list is immaterial.

```lean
import Mathlib

open Matrix
open scoped Kronecker

namespace BCSPairState

noncomputable section
```

Each level $p$, an element of a type `P`, has two spin orbitals.

```lean
/-- The two spin projections of an electron. -/
inductive Spin
  | up
  | down
  deriving DecidableEq
```

The annihilators $a_{p\sigma}$ are complex square matrices with a finite index type `n`. `IsFermi` collects what is assumed of them: the canonical anticommutation relations (CAR), and a unit vector `vac` that they all annihilate. The adjoint $a^*$ is written `ᴴ`.

```lean
variable {P n : Type*} [DecidableEq P] [Fintype n] [DecidableEq n]

/-- The matrices `a p σ` obey the canonical anticommutation relations and annihilate the
unit vector `vac`. -/
structure IsFermi (a : P → Spin → Matrix n n ℂ) (vac : n → ℂ) : Prop where
  anti : ∀ p q σ τ, a p σ * a q τ + a q τ * a p σ = 0
  car : ∀ p q σ τ, a p σ * (a q τ)ᴴ + (a q τ)ᴴ * a p σ = if p = q ∧ σ = τ then 1 else 0
  ann : ∀ p σ, a p σ *ᵥ vac = 0
  unit : star vac ⬝ᵥ vac = 1
```

The pair annihilator is $b_p=a_{p\downarrow}a_{p\uparrow}$, so $b_p^*=a_{p\uparrow}^*a_{p\downarrow}^*$.

```lean
/-- The pair annihilator `b_p = a_{p,down} a_{p,up}`. -/
def pair (a : P → Spin → Matrix n n ℂ) (p : P) : Matrix n n ℂ := a p .down * a p .up
```

Write $\Psi_l$ for the state over the list $l$, and $\Psi_{pl}$ when $p$ is put in front of $l$. The amplitudes $u_p,v_p$ are complex; the textbook's real ones are a special case.

```lean
/-- The BCS state: the factors `u_p + v_p b_p*` for the levels in a list, applied to `vac`. -/
def bcs (a : P → Spin → Matrix n n ℂ) (u v : P → ℂ) (vac : n → ℂ) : List P → (n → ℂ)
  | [] => vac
  | p :: l => u p • bcs a u v vac l + v p • ((pair a p)ᴴ *ᵥ bcs a u v vac l)
```

Scalar products $\langle x,y\rangle$ are conjugate-linear in $x$, and `expect` is $\langle\psi,A\psi\rangle$, with no division by the norm.

```lean
/-- The expectation value `⟨ψ, A ψ⟩`. -/
def expect (ψ : n → ℂ) (A : Matrix n n ℂ) : ℂ := star ψ ⬝ᵥ (A *ᵥ ψ)
```

## (a) Passing an operator through a product

Let $x$ anticommute with $c$ and with $d$. Show that
$$x(cd)=(cd)x.$$

Two sign changes cancel: $xcd=-cxd=cdx$. In Lean, `noncomm_ring` verifies the equivalent identity $x(cd)-(cd)x=(xc+cx)d-c(xd+dx)$, whose right side vanishes.

```lean
variable {a : P → Spin → Matrix n n ℂ} {u v : P → ℂ} {vac : n → ℂ} {l : List P} {p q : P}

local notation "Ψ" => bcs a u v vac

/-- An operator that anticommutes with two others commutes with their product. -/
theorem commute_product {R : Type*} [Ring R] {x c d : R}
    (hc : x * c + c * x = 0) (hd : x * d + d * x = 0) : Commute x (c * d) := by
  have h : x * (c * d) - c * d * x = (x * c + c * x) * d - c * (x * d + d * x) := by
    noncomm_ring
  rw [hc, hd, zero_mul, mul_zero, sub_zero] at h
  exact sub_eq_zero.mp h
```

## (b) Reordering the levels

Show that if $l'$ is a permutation of $l$, then
$$\Psi_l=\Psi_{l'}.$$

The adjoint of $a_{p\sigma}a_{q\tau}+a_{q\tau}a_{p\sigma}=0$ says that creators anticommute. By (a), each creator commutes with $b_q^*$, hence $b_p^*b_q^*=b_q^*b_p^*$. Neighbouring factors therefore commute, and neighbour swaps generate all permutations. The induction on `List.Perm` has exactly this swap as its main case.

```lean
/-- The BCS state does not depend on the order in which the levels are listed. -/
theorem bcs_perm (h : IsFermi a vac) {l' : List P} (hl : l.Perm l') : Ψ l = Ψ l' := by
  have k : ∀ p q σ τ, (a p σ)ᴴ * (a q τ)ᴴ + (a q τ)ᴴ * (a p σ)ᴴ = 0 := by
    intro p q σ τ
    rw [← conjTranspose_mul, ← conjTranspose_mul, ← conjTranspose_add, h.anti,
      conjTranspose_zero]
  -- pair creators commute
  have hc : ∀ p q, (pair a p)ᴴ * (pair a q)ᴴ = (pair a q)ᴴ * (pair a p)ᴴ := by
    intro p q
    simp only [pair, conjTranspose_mul]
    exact (Commute.mul_left (commute_product (k _ _ _ _) (k _ _ _ _))
      (commute_product (k _ _ _ _) (k _ _ _ _))).eq
  induction hl with
  | nil => rfl
  | cons x _ ih => simp only [bcs, ih]
  | swap x y l =>
    simp only [bcs, mulVec_add, mulVec_smul, mulVec_mulVec, hc y x]
    module
  | trans _ _ ih₁ ih₂ => exact ih₁.trans ih₂
```

## (c) Unlisted levels

Show that for $p\notin l$ and either spin
$$a_{p\sigma}\Psi_l=0.$$

For $q\ne p$, $a_{p\sigma}$ anticommutes with $a_{q\uparrow}^*$ and $a_{q\downarrow}^*$, so by (a) it commutes with $b_q^*$. It passes through every factor and annihilates the vacuum. Lean does this by induction on the list.

```lean
/-- A level that is not in the list is empty in the BCS state. -/
theorem bcs_empty (h : IsFermi a vac) (hp : p ∉ l) (σ : Spin) : a p σ *ᵥ Ψ l = 0 := by
  induction l with
  | nil => exact h.ann p σ
  | cons q l ih =>
    have hq : p ≠ q := fun e => hp (by simp [e])
    have hl : p ∉ l := fun e => hp (by simp [e])
    have hc : Commute (a p σ) (pair a q)ᴴ := by
      rw [pair, conjTranspose_mul]
      exact commute_product (by simpa [hq] using h.car p q σ .up)
        (by simpa [hq] using h.car p q σ .down)
    rw [bcs, mulVec_add, mulVec_smul, mulVec_smul, mulVec_mulVec, hc.eq, ← mulVec_mulVec, ih hl]
    simp only [mulVec_zero, smul_zero, add_zero]
```

## (d) No pair in an unlisted level

Show that for $p\notin l$
$$b_p\Psi_l=0.$$

By (c), $b_p\Psi_l=a_{p\downarrow}(a_{p\uparrow}\Psi_l)=0$.

```lean
/-- No pair can be removed from a level that is not in the list. -/
theorem pair_empty (h : IsFermi a vac) (hp : p ∉ l) : pair a p *ᵥ Ψ l = 0 := by
  rw [pair, ← mulVec_mulVec, bcs_empty h hp, mulVec_zero]
```

## (e) Emptying the first level

For $p\notin l$, show that
$$a_{p\uparrow}\Psi_{pl}=v_p\,a_{p\downarrow}^*\Psi_l,\qquad b_p\Psi_{pl}=v_p\Psi_l.$$

The $u_p$ term vanishes by (c). For the other, the CAR give
$$a_{p\uparrow}a_{p\uparrow}^*a_{p\downarrow}^*=(1-a_{p\uparrow}^*a_{p\uparrow})a_{p\downarrow}^*=a_{p\downarrow}^*+a_{p\uparrow}^*a_{p\downarrow}^*a_{p\uparrow},$$
and the last term annihilates $\Psi_l$. This is the step `move`. Applying $a_{p\downarrow}$ then gives
$$v_p(1-a_{p\downarrow}^*a_{p\downarrow})\Psi_l=v_p\Psi_l.$$

```lean
/-- Removing an up electron or a pair from the first level of the list, when that level is
not listed again, selects the paired component of amplitude `v_p`. -/
theorem remove_first (h : IsFermi a vac) (hp : p ∉ l) :
    a p .up *ᵥ Ψ (p :: l) = v p • ((a p .down)ᴴ *ᵥ Ψ l) ∧
    pair a p *ᵥ Ψ (p :: l) = v p • Ψ l := by
  have e := fun σ => bcs_empty (u := u) (v := v) h hp σ
  have k₁ : a p .up * (a p .up)ᴴ + (a p .up)ᴴ * a p .up = 1 := by
    simpa using h.car p p .up .up
  have k₂ : a p .up * (a p .down)ᴴ + (a p .down)ᴴ * a p .up = 0 := by
    simpa using h.car p p .up .down
  have k₄ : a p .down * (a p .down)ᴴ + (a p .down)ᴴ * a p .down = 1 := by
    simpa using h.car p p .down .down
  -- move an annihilator through the pair creator
  have move : ∀ x c d : Matrix n n ℂ,
      x * (c * d) = (x * c + c * x) * d - c * (x * d + d * x) + c * d * x := by
    intro x c d
    noncomm_ring
  have g₁ : a p .up *ᵥ Ψ (p :: l) = v p • ((a p .down)ᴴ *ᵥ Ψ l) := by
    rw [bcs, mulVec_add, mulVec_smul, mulVec_smul, e, mulVec_mulVec, pair, conjTranspose_mul,
      move, k₁, k₂, one_mul, mul_zero, sub_zero, add_mulVec, ← mulVec_mulVec, e, mulVec_zero,
      add_zero, smul_zero, zero_add]
  refine ⟨g₁, ?_⟩
  rw [pair, ← mulVec_mulVec, g₁, mulVec_smul, mulVec_mulVec, eq_sub_of_add_eq k₄, sub_mulVec,
    one_mulVec, ← mulVec_mulVec, e, mulVec_zero, sub_zero]
```

## (f) Moving a factor across a scalar product

For any vector $x$, show that
$$\langle x,\Psi_{pl}\rangle=u_p\langle x,\Psi_l\rangle+v_p\langle b_px,\Psi_l\rangle,$$
$$\langle\Psi_{pl},x\rangle=\bar u_p\langle\Psi_l,x\rangle+\bar v_p\langle\Psi_l,b_px\rangle.$$

Insert $\Psi_{pl}=u_p\Psi_l+v_pb_p^*\Psi_l$ and take the adjoint of $b_p^*$. The CAR are not used.

```lean
omit [DecidableEq P] [DecidableEq n] in
/-- In a scalar product with any vector `x`, the first factor of the BCS state can be moved
onto `x`, where its pair creator acts as the pair annihilator. -/
theorem overlap (x : n → ℂ) :
    star x ⬝ᵥ Ψ (p :: l) = u p * (star x ⬝ᵥ Ψ l) + v p * (star (pair a p *ᵥ x) ⬝ᵥ Ψ l) ∧
    star (Ψ (p :: l)) ⬝ᵥ x =
      star (u p) * (star (Ψ l) ⬝ᵥ x) + star (v p) * (star (Ψ l) ⬝ᵥ (pair a p *ᵥ x)) := by
  constructor
  · rw [bcs, dotProduct_add, dotProduct_smul, dotProduct_smul, star_mulVec,
      ← dotProduct_mulVec, smul_eq_mul, smul_eq_mul]
  · rw [bcs, star_add, star_smul, star_smul, add_dotProduct, smul_dotProduct, smul_dotProduct,
      star_mulVec, ← dotProduct_mulVec, conjTranspose_conjTranspose, smul_eq_mul, smul_eq_mul]
```

## (g) The norm

From here on let $|u_p|^2+|v_p|^2=1$ for every $p$, and let the list $l$ have no repetitions. Each listed level is then empty or holds a pair, with these two probabilities. In Lean the two assumptions are `huv` and `l.Nodup`. Show that
$$\langle\Psi_l,\Psi_l\rangle=1.$$

The empty list gives the unit vacuum. For $\Psi_{pl}$, use (f), then (e) and (d):
$$\begin{aligned}\langle\Psi_{pl},\Psi_{pl}\rangle&=\bar u_p\langle\Psi_l,\Psi_{pl}\rangle+\bar v_p\langle\Psi_l,b_p\Psi_{pl}\rangle\\&=(\bar u_pu_p+\bar v_pv_p)\langle\Psi_l,\Psi_l\rangle=1.\end{aligned}$$

```lean
/-- The BCS state over distinct levels is normalised when `|u_p|² + |v_p|² = 1`. -/
theorem bcs_normalised (h : IsFermi a vac)
    (huv : ∀ p, star (u p) * u p + star (v p) * v p = 1) (hl : l.Nodup) :
    star (Ψ l) ⬝ᵥ Ψ l = 1 := by
  induction l with
  | nil => exact h.unit
  | cons p l ih =>
    obtain ⟨hp, hl'⟩ := List.nodup_cons.1 hl
    rw [(overlap _).2, (remove_first h hp).2, (overlap _).1, pair_empty h hp, star_zero,
      zero_dotProduct, dotProduct_smul, ih hl']
    simp only [smul_eq_mul, mul_one, mul_zero, add_zero]
    exact huv p
```

## (h) The occupation of a spin-up orbital

For a listed level $p$ and $\psi=\Psi_l$, show that
$$\langle\psi,a_{p\uparrow}^*a_{p\uparrow}\psi\rangle=|v_p|^2.$$

By (b), put $p$ in front, $\psi=\Psi_{pm}$, where $m$ is `l.erase p`. Then (e) and (g) give
$$v_p\langle\psi,a_{p\uparrow}^*a_{p\downarrow}^*\Psi_m\rangle=v_p\langle b_p\psi,\Psi_m\rangle=v_p\bar v_p\langle\Psi_m,\Psi_m\rangle=|v_p|^2.$$
For real amplitudes this is $v_p^2$. The theorem treats spin up only.

```lean
/-- For amplitudes with `|u_p|² + |v_p|² = 1` and distinct levels, the spin-up orbital of a
listed level has mean occupation `|v_p|²`. -/
theorem bcs_occupation (h : IsFermi a vac)
    (huv : ∀ p, star (u p) * u p + star (v p) * v p = 1) (hl : l.Nodup) (hp : p ∈ l) :
    expect (Ψ l) ((a p .up)ᴴ * a p .up) = star (v p) * v p := by
  -- bring level p to the front
  have hperm := List.perm_cons_erase hp
  obtain ⟨hp', hl'⟩ := List.nodup_cons.1 (hperm.nodup_iff.1 hl)
  obtain ⟨h₁, h₂⟩ := remove_first (u := u) (v := v) h hp'
  rw [bcs_perm h hperm, expect, ← mulVec_mulVec, h₁, mulVec_smul, mulVec_mulVec,
    ← conjTranspose_mul, dotProduct_smul, dotProduct_mulVec, ← star_mulVec]
  change v p • (star (pair a p *ᵥ Ψ (p :: l.erase p)) ⬝ᵥ Ψ (l.erase p)) = _
  rw [h₂, star_smul, smul_dotProduct, bcs_normalised h huv hl']
  simp only [smul_eq_mul]
  ring
```

## (i) Pair transfer between two levels

For different listed levels $p,q$, show that
$$\langle\psi,b_p^*b_q\psi\rangle=u_p\bar v_p\,\bar u_qv_q.$$

Let $m$ be the remaining levels. With $p$ or $q$ in front, (e) gives $b_p\psi=v_p\Psi_{qm}$ and $b_q\psi=v_q\Psi_{pm}$, so the left side is $\bar v_pv_q\langle\Psi_{qm},\Psi_{pm}\rangle$. Apply (f) twice; the terms with $b_q\Psi_{pm}$ and $b_p\Psi_m$ vanish by (d), which leaves
$$\langle\Psi_{qm},\Psi_{pm}\rangle=\bar u_qu_p\langle\Psi_m,\Psi_m\rangle=\bar u_qu_p.$$
For real amplitudes the result is $u_pv_pu_qv_q$.

```lean
/-- For amplitudes with `|u_p|² + |v_p|² = 1` and distinct levels, the pair-transfer element
between two different listed levels is `⟨b_p* b_q⟩ = u_p v̄_p ū_q v_q`. -/
theorem bcs_pair_transfer (h : IsFermi a vac)
    (huv : ∀ p, star (u p) * u p + star (v p) * v p = 1) (hl : l.Nodup)
    (hp : p ∈ l) (hq : q ∈ l) (hpq : p ≠ q) :
    expect (Ψ l) ((pair a p)ᴴ * pair a q) = u p * star (v p) * (star (u q) * v q) := by
  have hq' : q ∈ l.erase p := (List.mem_erase_of_ne hpq.symm).2 hq
  obtain ⟨m, h₂⟩ : ∃ m, l.Perm (p :: q :: m) :=
    ⟨_, (List.perm_cons_erase hp).trans ((List.perm_cons_erase hq').cons p)⟩
  have h₃ : l.Perm (q :: p :: m) := h₂.trans (List.Perm.swap q p m)
  obtain ⟨np, nqm⟩ := List.nodup_cons.1 (h₂.nodup_iff.1 hl)
  obtain ⟨nq, -⟩ := List.nodup_cons.1 (h₃.nodup_iff.1 hl)
  have npm : p ∉ m := fun hx => np (List.mem_cons_of_mem _ hx)
  -- each pair annihilator empties its own level
  have bp : pair a p *ᵥ Ψ l = v p • Ψ (q :: m) := by
    rw [bcs_perm h h₂]
    exact (remove_first h np).2
  have bq : pair a q *ᵥ Ψ l = v q • Ψ (p :: m) := by
    rw [bcs_perm h h₃]
    exact (remove_first h nq).2
  rw [expect, ← mulVec_mulVec, dotProduct_mulVec, ← star_mulVec, bp, bq, star_smul,
    smul_dotProduct, dotProduct_smul, (overlap _).2, pair_empty h nq, dotProduct_zero,
    (overlap _).1, pair_empty h npm, star_zero, zero_dotProduct,
    bcs_normalised h huv (List.nodup_cons.1 nqm).2]
  simp only [smul_eq_mul]
  ring
```

These numbers are elements of the two-particle density matrix and enter the pairing energy of a BCS calculation, here for a finite product state that in general has no fixed particle number. No Hamiltonian appears, so $u_p$ and $v_p$ are given and not optimised.

As a numerical instance, take two levels with $(u_p,v_p)=(0.8,0.6)$ and $(u_q,v_q)=(0.6,0.8)$. Then
$$\psi=0.48\,\mathrm{vac}+0.36\,b_p^*\mathrm{vac}+0.64\,b_q^*\mathrm{vac}+0.48\,b_p^*b_q^*\mathrm{vac}.$$
The squares add up to $0.2304+0.1296+0.4096+0.2304=1$. The occupation of $p\uparrow$ is $0.1296+0.2304=0.36=v_p^2$, and the pair transfer is $0.36\cdot0.64=0.2304=u_pv_pu_qv_q$.

## (j) Matrices for two levels

Find matrices and a vacuum for two levels that satisfy all the assumptions. With $s_\sigma$ the annihilators of a single level and $Z$ its parity, show that this choice works:
$$a_{1\sigma}=s_\sigma\otimes1,\qquad a_{2\sigma}=Z\otimes s_\sigma.$$

Lean labels the levels `false` and `true`. In the basis empty, up, down, doubly occupied, $s_\sigma$ is a $4\times4$ matrix:

```lean
/-- Annihilators of one level in the basis empty, up, down, doubly occupied. -/
def site : Spin → Matrix (Fin 4) (Fin 4) ℂ
  | .up => !![0, 1, 0, 0; 0, 0, 0, 0; 0, 0, 0, 1; 0, 0, 0, 0]
  | .down => !![0, 0, 1, 0; 0, 0, 0, -1; 0, 0, 0, 0; 0, 0, 0, 0]
```

The parity is $+1$ for an even and $-1$ for an odd number of electrons:

```lean
/-- The fermion parity of one level. -/
def parity : Matrix (Fin 4) (Fin 4) ℂ :=
  !![1, 0, 0, 0; 0, -1, 0, 0; 0, 0, -1, 0; 0, 0, 0, 1]
```

The Kronecker products act on 16 dimensions:

```lean
/-- Annihilators for two levels, labelled `false` and `true`, with a parity string. -/
def twoLevel : Bool → Spin → Matrix (Fin 4 × Fin 4) (Fin 4 × Fin 4) ℂ
  | false, σ => site σ ⊗ₖ 1
  | true, σ => parity ⊗ₖ site σ
```

Since $Z^2=1$ and $Z^*=Z$, relations within one level reduce to those of $s_\sigma$, which are checked entry by entry. Between the levels, $Zs_\sigma=-s_\sigma Z$ gives
$$a_{1\sigma}a_{2\tau}+a_{2\tau}a_{1\sigma}=(s_\sigma Z+Zs_\sigma)\otimes s_\tau=0,$$
and likewise with adjoints. The first column of $s_\sigma$ is zero, so the basis vector with both levels empty is a vacuum.

```lean
/-- The two-level matrices obey the anticommutation relations, and the basis vector with both
levels empty is a vacuum for them. -/
theorem twoLevel_witness : IsFermi twoLevel (Pi.single (0, 0) 1) := by
  have hA : ∀ σ τ, site σ * site τ + site τ * site σ = 0 := by
    intro σ τ
    cases σ <;> cases τ <;> ext i j <;> fin_cases i <;> fin_cases j <;>
      simp [site]
  have hC : ∀ σ τ, site σ * (site τ)ᴴ + (site τ)ᴴ * site σ = if σ = τ then 1 else 0 := by
    intro σ τ
    cases σ <;> cases τ <;> ext i j <;> fin_cases i <;> fin_cases j <;>
      simp only [Matrix.add_apply, Matrix.mul_apply, conjTranspose_apply, Fin.sum_univ_four] <;>
      simp [site]
  have hZ : ∀ σ, site σ * parity + parity * site σ = 0 := by
    intro σ
    cases σ <;> ext i j <;> fin_cases i <;> fin_cases j <;>
      simp [site, parity]
  have hZ' : ∀ σ, parity * site σ + site σ * parity = 0 := fun σ => by rw [add_comm, hZ]
  have hZZ : parity * parity = 1 := by
    ext i j
    fin_cases i <;> fin_cases j <;> simp [parity, Matrix.mul_apply, Fin.sum_univ_four]
  have hZH : parityᴴ = parity := by
    ext i j
    fin_cases i <;> fin_cases j <;> simp [parity]
  have hZc : ∀ σ, parity * (site σ)ᴴ + (site σ)ᴴ * parity = 0 := by
    intro σ
    have h := congrArg conjTranspose (hZ σ)
    rwa [conjTranspose_add, conjTranspose_mul, conjTranspose_mul, hZH, conjTranspose_zero] at h
  have hs : ∀ σ i, site σ i 0 = 0 := by
    intro σ i
    cases σ <;> fin_cases i <;> simp [site]
  refine ⟨?_, ?_, ?_, ?_⟩
  · intro p q σ τ
    cases p <;> cases q <;>
      simp only [twoLevel, ← mul_kronecker_mul, mul_one, one_mul, hZZ, ← add_kronecker,
        ← kronecker_add, hA, hZ, hZ', zero_kronecker, kronecker_zero]
  · intro p q σ τ
    cases p <;> cases q <;> by_cases h : σ = τ <;>
      simp only [twoLevel, conjTranspose_kronecker, conjTranspose_one, hZH,
        ← mul_kronecker_mul, mul_one, one_mul, hZZ, ← add_kronecker, ← kronecker_add, hC, hZ,
        hZc] <;>
      simp [h]
  · intro p σ
    ext ⟨i, j⟩
    cases p <;> simp [twoLevel, hs]
  · simp

end

end BCSPairState
```

```lean
#print axioms BCSPairState.bcs_occupation
-- 'BCSPairState.bcs_occupation' depends on axioms: [propext, Classical.choice, Quot.sound]
#print axioms BCSPairState.bcs_pair_transfer
-- 'BCSPairState.bcs_pair_transfer' depends on axioms: [propext, Classical.choice, Quot.sound]
```
